# Full spin polarization lowers the PBE exchange energy density, but at nonzero gradient by a smaller factor than in LSDA

Take a point in a magnetic solid or an open-shell atom where the electron density is n and its gradient has magnitude g. Compare two spin arrangements there: the density and its gradient shared equally by spin-up and spin-down, or carried entirely by spin-up. In the local spin density approximation (LSDA), the second arrangement has 2^(1/3) times the exchange energy density of the first, and since exchange is negative, this is a lowering. A generalized gradient approximation (GGA) multiplies uniform-gas exchange by an enhancement factor F(s), which here grows with the reduced gradient s. Polarization replaces s by s/2^(1/3), so F drops and some of the gain is lost. Does any of it survive?

For the PBE form of F, with parameters c > 0 and 0 < k ≤ 8, it does. For every s > 0,

1 < 2^(1/3) F(s/2^(1/3)) / F(s) < 2^(1/3).

PBE itself has k below 1. In spin-polarized density functional calculations, this bears on the exchange part of the preference for aligned spins, compared at one point with n and g held fixed; the kinetic energy, correlation and the relaxation of the density are left out.

## The enhancement factor and the energies

```lean
import Mathlib

open Filter Topology

namespace SpinScaledGGAExchange

noncomputable section

/-- The GGA exchange enhancement factor `F(s) = 1 + k - k / (1 + c s² / k)` at reduced
gradient `s`, for parameters `k > 0` and `c > 0`. -/
def enhancement (k c s : ℝ) : ℝ := 1 + k - k / (1 + c * s ^ 2 / k)
```

This is the PBE form, one of several enhancement factors used in GGAs. The definition takes three real numbers and returns

F(s) = 1 + k - k/(1 + c s²/k).

The parameter c sets the first gradient correction, F ≈ 1 + c s² at small s, and k sets the ceiling 1 + k that F approaches at large s. Their signs are not part of the definition; each theorem states the conditions it needs.

```lean
/-- The ratio `a F(s/a) / F(s)` for `k, c > 0` and a scale factor `a > 0`; full spin
polarization has `a = 2^(1/3)`. -/
def polarizationRatio (k c a s : ℝ) : ℝ :=
  a * enhancement k c (s / a) / enhancement k c s
```

This is the ratio a F(s/a)/F(s), for a general scale factor a. Full polarization is the case a = 2^(1/3).

```lean
/-- The exchange energy density `-A n^(4/3) F(g / (b n^(4/3)))` of a spin-unpolarized
density `n > 0` with gradient `g`, for `b > 0`; at `n = 0` it is zero. -/
def ggaExchange (A b : ℝ) (F : ℝ → ℝ) (n g : ℝ) : ℝ :=
  -A * n ^ (4 / 3 : ℝ) * F (g / (b * n ^ (4 / 3 : ℝ)))
```

Here `F` is itself an argument, a function from reals to reals, so the same definition serves for GGA and, with F = 1, for LSDA. The energy density of an unpolarized system is

e(n, g) = -A n^(4/3) F(s), with s = g/(b n^(4/3)).

The constant A is the strength of uniform-gas exchange. The ratio g/n^(4/3) is already dimensionless, and b is a pure number: the usual choice b = 2(3π²)^(1/3) gives s = g/(2 k_F n), where k_F = (3π² n)^(1/3) is the Fermi wavevector of an unpolarized uniform gas of density n. Here A and b stay general positive numbers. At n = 0 Lean's convention x/0 = 0 gives F a harmless argument, and the prefactor makes the energy zero.

```lean
/-- Exchange spin scaling: the energy density for spin densities `nu`, `nd` with gradients
`gu`, `gd` is the mean of the unpolarized functional at the doubled arguments. -/
def spinScaled (e : ℝ → ℝ → ℝ) (nu gu nd gd : ℝ) : ℝ :=
  (e (2 * nu) (2 * gu) + e (2 * nd) (2 * gd)) / 2
```

For spin densities nu and nd with gradients gu and gd, the energy density is

[e(2nu, 2gu) + e(2nd, 2gd)]/2.

This is the spin-scaling relation of exchange: electrons of opposite spin do not exchange, so each spin channel contributes half of what an unpolarized system with twice its density would have. It enters as a definition and is not derived from the many-electron problem.

## How F grows

```lean
/-- For `k, c > 0` the enhancement factor is one plus a saturating gradient correction. -/
theorem enhancement_eq {k c : ℝ} (hk : 0 < k) (hc : 0 < c) (s : ℝ) :
    enhancement k c s = 1 + k * (c * s ^ 2) / (k + c * s ^ 2) := by
  have hD : k + c * s ^ 2 ≠ 0 := by positivity
  have h : 1 + c * s ^ 2 / k = (k + c * s ^ 2) / k := by
    rw [add_div, div_self hk.ne']
  have h2 : k * k / (k + c * s ^ 2) + k * (c * s ^ 2) / (k + c * s ^ 2) = k := by
    rw [← add_div, div_eq_iff hD]
    ring
  rw [enhancement, h, div_div_eq_mul_div]
  linarith
```

A theorem lists its hypotheses before the colon and its conclusion after it; `hk : 0 < k` is the assumption k > 0 under the name `hk`. Putting the inner fraction over k gives

F(s) = 1 + k - k²/(k + c s²) = 1 + k c s²/(k + c s²).

In the proof, `h` combines the inner fraction and `h2` splits k into the two terms needed.

```lean
/-- For `k, c > 0` the enhancement factor is at least one, its uniform-gas value. -/
theorem one_le_enhancement {k c : ℝ} (hk : 0 < k) (hc : 0 < c) (s : ℝ) :
    1 ≤ enhancement k c s := by
  rw [enhancement_eq hk hc]
  have : 0 ≤ k * (c * s ^ 2) / (k + c * s ^ 2) := by positivity
  linarith
```

The added fraction is never negative, so F(s) ≥ 1. The tactic `positivity` checks the sign and `linarith` finishes the linear inequality.

```lean
/-- For `k, c > 0` the enhancement factor grows strictly with the reduced gradient `s ≥ 0`. -/
theorem enhancement_lt {k c s t : ℝ} (hk : 0 < k) (hc : 0 < c) (hs : 0 ≤ s) (hst : s < t) :
    enhancement k c s < enhancement k c t := by
  have hsq : s ^ 2 < t ^ 2 := by nlinarith
  have h : k * (c * s ^ 2) / (k + c * s ^ 2) < k * (c * t ^ 2) / (k + c * t ^ 2) := by
    rw [div_lt_div_iff₀ (by positivity) (by positivity)]
    nlinarith [mul_pos (mul_pos (mul_pos hk hk) hc) (sub_pos.2 hsq)]
  rw [enhancement_eq hk hc, enhancement_eq hk hc]
  linarith
```

If 0 ≤ s < t, then F(s) < F(t). Subtracting the two fractions gives

F(t) - F(s) = k² c (t² - s²) / [(k + c s²)(k + c t²)] > 0.

Lean cross-multiplies with `div_lt_div_iff₀` and is then handed the positive product k² c (t² - s²) as a hint.

## Stretching the gradient by a factor a raises F by a smaller factor

```lean
/-- For `0 < k ≤ 8` and `c > 0`, stretching a reduced gradient `t > 0` by a factor `a > 1`
raises the enhancement factor by less than the factor `a`. -/
theorem enhancement_stretch_lt {k c a t : ℝ} (hk : 0 < k) (hk8 : k ≤ 8) (hc : 0 < c)
    (ha : 1 < a) (ht : 0 < t) : enhancement k c (a * t) < a * enhancement k c t := by
  have ha0 : 0 < a := by linarith
  rw [enhancement_eq hk hc, enhancement_eq hk hc,
    show c * (a * t) ^ 2 = a ^ 2 * (c * t ^ 2) by ring]
  have hy : 0 < c * t ^ 2 := by positivity
  generalize c * t ^ 2 = y at hy ⊢
  -- completing the square: this quadratic in `a * y` is nonnegative exactly because `k ≤ 8`
  have hQ : 0 ≤ k ^ 2 - k * (k - 2) * (a * y) + (1 + k) * (a * y) ^ 2 := by
    by_contra hneg
    have h1 := mul_neg_of_pos_of_neg (show 0 < 4 * (1 + k) by linarith) (not_le.1 hneg)
    have h2 := mul_nonneg (pow_nonneg hk.le 3) (sub_nonneg.2 hk8)
    have h3 := sq_nonneg (2 * (1 + k) * (a * y) - k * (k - 2))
    linarith
  have hP : 0 < (k + y) * (k + a ^ 2 * y) + k * y * a * (a * y - k) := by
    have h1 : 0 < k * y * (a - 1) ^ 2 :=
      mul_pos (mul_pos hk hy) (pow_pos (sub_pos.2 ha) 2)
    linarith
  have hD1 : k + y ≠ 0 := by positivity
  have hD2 : k + a ^ 2 * y ≠ 0 := by positivity
  have key : a * (1 + k * y / (k + y)) - (1 + k * (a ^ 2 * y) / (k + a ^ 2 * y))
      = (a - 1) * ((k + y) * (k + a ^ 2 * y) + k * y * a * (a * y - k))
        / ((k + y) * (k + a ^ 2 * y)) := by
    field_simp
    ring
  have hpos := div_pos (mul_pos (sub_pos.2 ha) hP)
    (show 0 < (k + y) * (k + a ^ 2 * y) by positivity)
  linarith
```

The claim is F(at) < a F(t) for 0 < k ≤ 8, c > 0, a > 1 and t > 0. Write y = c t², which is what `generalize` does. Then

a F(t) - F(at) = (a - 1) + a k y/(k + y) - k a² y/(k + a² y).

Over a common denominator this becomes

a F(t) - F(at) = (a - 1) P / [(k + y)(k + a² y)],

P = (k + y)(k + a² y) + k y a (a y - k).

That identity is `key`, proved by clearing denominators with `field_simp` and comparing polynomials with `ring`. It remains to show P > 0. With z = a y, expanding gives

P = k y (a - 1)² + Q,

Q = k² - k(k - 2) z + (1 + k) z².

The first term of P is positive. For Q, complete the square:

4(1 + k) Q = [2(1 + k) z - k(k - 2)]² + k³ (8 - k).

Both terms on the right are nonnegative when 0 < k ≤ 8, so Q ≥ 0. Lean proves this, as `hQ`, by contradiction: it supposes Q < 0, multiplies by 4(1 + k) in `h1`, supplies the two nonnegative terms in `h2` and `h3`, and lets `linarith` find the clash. Then `hP` adds the positive term, and the final lines divide by the positive denominator.

## The two bounds, and what they mean for the energy

```lean
/-- For `0 < k ≤ 8`, `c > 0`, every scale factor `a > 1` and every reduced gradient `s > 0`,
the ratio `a F(s/a) / F(s)` lies strictly between `1` and `a`. -/
theorem polarizationRatio_bounds {k c a s : ℝ} (hk : 0 < k) (hk8 : k ≤ 8) (hc : 0 < c)
    (ha : 1 < a) (hs : 0 < s) :
    1 < polarizationRatio k c a s ∧ polarizationRatio k c a s < a := by
  have ha0 : 0 < a := by linarith
  have hF : 0 < enhancement k c s := by linarith [one_le_enhancement hk hc s]
  have hlow := enhancement_stretch_lt hk hk8 hc ha (div_pos hs ha0)
  rw [show a * (s / a) = s by field_simp] at hlow
  have hup := enhancement_lt hk hc (div_pos hs ha0).le (div_lt_self hs ha)
  unfold polarizationRatio
  exact ⟨(one_lt_div hF).2 hlow, (div_lt_iff₀ hF).2 (mul_lt_mul_of_pos_left hup ha0)⟩
```

The symbol `∧` means "and": the ratio is above 1 and below a. For the lower bound, apply the previous theorem at t = s/a, which gives F(s) < a F(s/a), and divide by F(s) > 0. For the upper bound, s/a < s, so F(s/a) < F(s); multiply by a and divide by F(s). In Lean these are `hlow` and `hup`. Only the lower bound uses k ≤ 8.

```lean
/-- At fixed density `n > 0` and gradient `g > 0`, with `0 < k ≤ 8` and `A, b, c > 0`, full spin
polarization lowers the exchange energy density of the GGA with enhancement factor
`enhancement k c`, but by a smaller factor than in LSDA (`F = 1`). -/
theorem polarization_lowers_exchange {k c A b n g : ℝ} (hk : 0 < k) (hk8 : k ≤ 8)
    (hc : 0 < c) (hA : 0 < A) (hb : 0 < b) (hn : 0 < n) (hg : 0 < g) :
    let pol := fun F => spinScaled (ggaExchange A b F) n g 0 0
    let unpol := fun F => spinScaled (ggaExchange A b F) (n / 2) (g / 2) (n / 2) (g / 2)
    pol (enhancement k c) < unpol (enhancement k c) ∧
      pol (enhancement k c) / unpol (enhancement k c)
        < pol (fun _ => 1) / unpol (fun _ => 1) := by
  intro pol unpol
  have ha : 1 < (2 : ℝ) ^ (1 / 3 : ℝ) := Real.one_lt_rpow (by norm_num) (by norm_num)
  have h2 : (2 * n) ^ (4 / 3 : ℝ) = 2 * (2 : ℝ) ^ (1 / 3 : ℝ) * n ^ (4 / 3 : ℝ) := by
    rw [Real.mul_rpow (by norm_num) hn.le, show (4 / 3 : ℝ) = 1 + 1 / 3 by norm_num,
      Real.rpow_add (by norm_num), Real.rpow_one]
  have h0 : (0 : ℝ) ^ (4 / 3 : ℝ) = 0 := Real.zero_rpow (by norm_num)
  have hN : 0 < n ^ (4 / 3 : ℝ) := Real.rpow_pos_of_pos hn _
  -- the two energies in terms of the enhancement factor
  have hpol : ∀ F, pol F = -A * n ^ (4 / 3 : ℝ) *
      ((2 : ℝ) ^ (1 / 3 : ℝ) * F (g / (b * n ^ (4 / 3 : ℝ)) / (2 : ℝ) ^ (1 / 3 : ℝ))) := by
    intro F
    have harg : 2 * g / (b * (2 * (2 : ℝ) ^ (1 / 3 : ℝ) * n ^ (4 / 3 : ℝ)))
        = g / (b * n ^ (4 / 3 : ℝ)) / (2 : ℝ) ^ (1 / 3 : ℝ) := by
      rw [div_div, div_eq_div_iff (by positivity) (by positivity)]
      ring
    simp only [pol, spinScaled, ggaExchange, mul_zero, h0, h2, harg, zero_mul]
    ring
  have hunpol : ∀ F, unpol F = -A * n ^ (4 / 3 : ℝ) * F (g / (b * n ^ (4 / 3 : ℝ))) := by
    intro F
    simp only [unpol, spinScaled, ggaExchange, show 2 * (n / 2) = n by ring,
      show 2 * (g / 2) = g by ring]
    ring
  have hneg : -A * n ^ (4 / 3 : ℝ) < 0 := mul_neg_of_neg_of_pos (neg_lt_zero.2 hA) hN
  have hs : 0 < g / (b * n ^ (4 / 3 : ℝ)) := by positivity
  obtain ⟨hlow, hup⟩ := polarizationRatio_bounds hk hk8 hc ha hs
  have hF := one_le_enhancement hk hc (g / (b * n ^ (4 / 3 : ℝ)))
  unfold polarizationRatio at hlow hup
  rw [hpol, hunpol, hpol, hunpol, mul_div_mul_left _ _ hneg.ne,
    mul_div_mul_left _ _ hneg.ne, mul_one, div_one]
  exact ⟨mul_lt_mul_of_neg_left ((one_lt_div (by linarith)).1 hlow) hneg, hup⟩
```

The two `let` lines name the energy densities being compared, each as a function of the enhancement factor. In `pol`, one spin channel has density n and gradient g, and the other is empty. In `unpol`, each channel has n/2 and g/2. The conclusion has two parts: the polarized GGA value is lower, and the ratio of polarized to unpolarized is smaller in GGA than in LSDA, where F is the constant function 1.

By hand, set s = g/(b n^(4/3)) and a = 2^(1/3). The unpolarized case returns

unpol = -A n^(4/3) F(s).

In the polarized case the empty channel contributes zero. Since (2n)^(4/3) = 2a n^(4/3), the filled one gives

pol = -(A/2) · 2a n^(4/3) F(2g/(2ab n^(4/3))) = -A n^(4/3) a F(s/a).

These formulas are `hunpol` and `hpol`, valid for every F. The common prefactor is negative, so a F(s/a) > F(s) becomes pol < unpol. In the ratio the prefactor cancels, leaving a F(s/a)/F(s) for GGA and a for LSDA, and the upper bound compares them.

The theorem concerns energy densities at a single point with n > 0 and g > 0. At g = 0 the two ratios coincide, so the strict comparison needs a nonzero gradient.

## The limit of small gradients

```lean
/-- For `k, c > 0` the polarization ratio tends to `2^(1/3)` as the reduced gradient
vanishes. -/
theorem polarizationRatio_tendsto {k c : ℝ} (hk : 0 < k) (hc : 0 < c) :
    Tendsto (polarizationRatio k c ((2 : ℝ) ^ (1 / 3 : ℝ))) (𝓝 0)
      (𝓝 ((2 : ℝ) ^ (1 / 3 : ℝ))) := by
  have hF : Continuous (enhancement k c) := by
    change Continuous fun s : ℝ => 1 + k - k / (1 + c * s ^ 2 / k)
    exact continuous_const.sub
      (continuous_const.div (by fun_prop) (fun s => by positivity))
  have hR : Continuous (polarizationRatio k c ((2 : ℝ) ^ (1 / 3 : ℝ))) :=
    (continuous_const.mul (hF.comp (continuous_id.div_const _))).div hF
      (fun s => by linarith [one_le_enhancement hk hc s] |> ne_of_gt)
  have h0 : polarizationRatio k c ((2 : ℝ) ^ (1 / 3 : ℝ)) 0 = (2 : ℝ) ^ (1 / 3 : ℝ) := by
    simp [polarizationRatio, enhancement]
  have h := hR.tendsto 0
  rwa [h0] at h
```

`Tendsto f (𝓝 0) (𝓝 L)` says that f(s) approaches L as s approaches 0. Here the polarization ratio approaches 2^(1/3), so no smaller constant can serve as an upper bound for all s > 0. The argument is continuity: F is continuous and at least 1, so the ratio is continuous, and at s = 0 it equals a F(0)/F(0) = a. The proof establishes these as `hF`, `hR` and `h0`.

## A case where the lower bound fails

```lean
/-- For `k = 9`, `c = 18/5` and `s = 1` the polarization ratio is below one. -/
theorem polarizationRatio_lt_one_of_large_k :
    polarizationRatio 9 (18 / 5) ((2 : ℝ) ^ (1 / 3 : ℝ)) 1 < 1 := by
  have ha : 1 < (2 : ℝ) ^ (1 / 3 : ℝ) := Real.one_lt_rpow (by norm_num) (by norm_num)
  have h3 : ((2 : ℝ) ^ (1 / 3 : ℝ)) ^ 3 = 2 := by
    rw [← Real.rpow_natCast, ← Real.rpow_mul (by norm_num)]
    norm_num
  generalize (2 : ℝ) ^ (1 / 3 : ℝ) = a at ha h3 ⊢
  have ha0 : 0 < a := by linarith
  have hlt : a < 3 / 2 := by
    by_contra h
    have h' := pow_le_pow_left₀ (by norm_num) (not_lt.1 h) 3
    rw [h3] at h'
    norm_num at h'
  have hF1 : enhancement 9 (18 / 5) 1 = 25 / 7 := by norm_num [enhancement]
  have hFa : enhancement 9 (18 / 5) (1 / a) = 1 + 18 / (5 * a ^ 2 + 2) := by
    have hr : (1 / a) ^ 2 * a ^ 2 = 1 := by
      rw [← mul_pow, one_div_mul_cancel ha0.ne', one_pow]
    rw [enhancement_eq (by norm_num) (by norm_num)]
    congr 1
    rw [div_eq_div_iff (by positivity) (by positivity)]
    linear_combination 162 * hr
  have hD : 0 < 5 * a ^ 2 + 2 := by positivity
  rw [polarizationRatio, hF1, hFa, div_lt_one (by norm_num),
    show a * (1 + 18 / (5 * a ^ 2 + 2)) = a * (5 * a ^ 2 + 20) / (5 * a ^ 2 + 2) by
      rw [eq_div_iff hD.ne', mul_assoc, add_mul, div_mul_cancel₀ _ hD.ne']
      ring,
    div_lt_iff₀ hD]
  -- the difference is `5/7` times `(a - 1) (7 a² - 18 a + 10)`, negative for `1 < a < 3/2`
  have hq : 0 < -(7 * a ^ 2 - 18 * a + 10) := by
    nlinarith [mul_pos (sub_pos.2 ha) (sub_pos.2 hlt)]
  linarith [mul_pos (sub_pos.2 ha) hq]

end

end SpinScaledGGAExchange
```

For k = 9, c = 18/5 and s = 1, the ratio is below 1, so the lower bound would be false if k were allowed to reach 9. With a = 2^(1/3),

F(1) = 25/7 and F(1/a) = 1 + 18/(5a² + 2).

After clearing denominators, a F(1/a) < F(1) is equivalent to

(a - 1)(7a² - 18a + 10) < 0.

Since a³ = 2, a lies between 1 and 3/2, where the first factor is positive and the second negative. Lean replaces 2^(1/3) by a letter `a`, keeping only a > 1 and a³ = 2, derives a < 3/2 as `hlt`, and proves the sign of the quadratic as `hq`.

```lean
#print axioms SpinScaledGGAExchange.polarization_lowers_exchange
#print axioms SpinScaledGGAExchange.polarizationRatio_tendsto
#print axioms SpinScaledGGAExchange.polarizationRatio_lt_one_of_large_k
```

```
'SpinScaledGGAExchange.polarization_lowers_exchange' depends on axioms: [propext, Classical.choice, Quot.sound]
'SpinScaledGGAExchange.polarizationRatio_tendsto' depends on axioms: [propext, Classical.choice, Quot.sound]
'SpinScaledGGAExchange.polarizationRatio_lt_one_of_large_k' depends on axioms: [propext, Classical.choice, Quot.sound]
```
